# A hard pulse about y gives spin I antiphase signal sin(2β)/2 from 2IzSz and in-phase signal sin β from Iz − Sz

Take two spins 1/2, $I$ and $S$, and a pulse $R=e^{-i\beta(I_y+S_y)}$ acting on both. I know that PASADENA spectra are antiphase and strongest at a flip angle of 45°, while ALTADENA adds an in-phase part proportional to $\sin\beta$. Can this be made rigorous and machine-checked, starting from the parahydrogen states and with the signs and factors of two kept?

## Basis, pulse and signal

The product basis is $\alpha\alpha,\alpha\beta,\beta\alpha,\beta\beta$, with $I$ written first and $\hbar=1$. In these products $\alpha$ and $\beta$ are the spin states with z component $+\tfrac12$ and $-\tfrac12$; standing alone, $\beta$ is the flip angle. The signal of an observable $A$ immediately after the pulse is $\mathrm{tr}(A\,R\rho R^\dagger)$. In-phase signal on spin $I$ means $A=I_x$; antiphase signal means $A=2I_xS_z$, an amplitude that carries no transverse magnetisation itself and becomes detectable only as the coupling between the spins acts after the pulse.

Two initial states are postulated. For PASADENA, the singlet projector is reduced to its diagonal, which stands for the averaging-out of coherence between $\alpha\beta$ and $\beta\alpha$ at high field. For ALTADENA, the state is $\alpha\beta$, which stands for adiabatic transfer of the singlet from low to high field. Whether the transfer ends in $\alpha\beta$ or $\beta\alpha$ depends on the signs of the coupling and of the shift difference; $\beta\alpha$ would reverse the in-phase signal.

## From the singlet to the flip-angle laws

In the product basis, $I_zS_z=\tfrac14\mathrm{diag}(1,-1,-1,1)$ and $I_z-S_z=\mathrm{diag}(0,1,-1,0)$. The singlet projector has diagonal $(0,\tfrac12,\tfrac12,0)$, so
$$\rho_P=\tfrac14-I_zS_z,\qquad \rho_A=|\alpha\beta\rangle\langle\alpha\beta|=\tfrac14-I_zS_z+\tfrac12(I_z-S_z).$$

Write $c=\cos\beta$, $s=\sin\beta$. Since $-i[I_y,I_z]=I_x$ and $-i[I_y,I_x]=-I_z$, the pulse gives $RI_zR^\dagger=cI_z+sI_x$, and likewise for $S$. Inserting $R^\dagger R=1$,
$$R I_zS_z R^\dagger=(cI_z+sI_x)(cS_z+sS_x).$$

Only the term $cs\,I_xS_z$ overlaps with $2I_xS_z$. As $\mathrm{tr}(I_x^2S_z^2)=\tfrac14$, the antiphase signal of $I_zS_z$ is $cs/2=\sin(2\beta)/4$, and that of $2I_zS_z$ is $\sin(2\beta)/2$. The identity and the difference $I_z-S_z$ contribute nothing here, because $I_x$ and $S_z$ are traceless.

For $A=I_x$, only $sI_x$ from $I_z-S_z$ survives, and $\mathrm{tr}(I_x^2)=1$ gives $\sin\beta$. Hence both parahydrogen states give antiphase signal $-\sin(2\beta)/4$, with in-phase signals $0$ for $\rho_P$ and $\sin(\beta)/2$ for $\rho_A$.

Finally, $\sin2\beta=\cos(2\beta-\pi/2)\le1$. For $0\le\beta\le\pi$ the last angle lies in $[-\pi/2,3\pi/2]$, where the cosine equals 1 only at zero, so $\beta=\pi/4$.

## What the theorems say

`Op` is the type of complex 4×4 matrices, `pulse β` is the true matrix exponential for real β, and `ᴴ` is the adjoint. `singlet` carries the factor 1/2 that normalises the vector $(0,1,-1,0)$.

- `parahydrogen_states` gives the two decompositions.
- `pasadena_altadena` gives the two flip-angle laws for $2I_zS_z$ and $I_z-S_z$.
- `pasadena_optimal` compares real parts, since complex numbers carry no suitable order, and locates the maximum for $2I_zS_z$.
- `parahydrogen_signals` gives the four signals of the actual states. The two antiphase signals carry a minus sign, so at 45° they take their most negative value, $-1/4$; at 135° they have the same magnitude with the opposite sign.

The pulse is ideal: couplings, offsets and relaxation during it are absent, as is the later free evolution.

In Lean 4 with Mathlib:

```lean
import Mathlib

open Matrix

namespace ParahydrogenPulse

noncomputable section

/-- Operators on two spins 1/2, in the product basis αα, αβ, βα, ββ. -/
abbrev Op := Matrix (Fin 4) (Fin 4) ℂ

/-- The x component of spin I. -/
def Ix : Op := !![0, 0, 1/2, 0; 0, 0, 0, 1/2; 1/2, 0, 0, 0; 0, 1/2, 0, 0]

/-- The y component of spin I. -/
def Iy : Op := !![0, 0, -Complex.I/2, 0; 0, 0, 0, -Complex.I/2;
  Complex.I/2, 0, 0, 0; 0, Complex.I/2, 0, 0]

/-- The z component of spin I. -/
def Iz : Op := !![1/2, 0, 0, 0; 0, 1/2, 0, 0; 0, 0, -1/2, 0; 0, 0, 0, -1/2]

/-- The x component of spin S. -/
def Sx : Op := !![0, 1/2, 0, 0; 1/2, 0, 0, 0; 0, 0, 0, 1/2; 0, 0, 1/2, 0]

/-- The y component of spin S. -/
def Sy : Op := !![0, -Complex.I/2, 0, 0; Complex.I/2, 0, 0, 0;
  0, 0, 0, -Complex.I/2; 0, 0, Complex.I/2, 0]

/-- The z component of spin S. -/
def Sz : Op := !![1/2, 0, 0, 0; 0, -1/2, 0, 0; 0, 0, 1/2, 0; 0, 0, 0, -1/2]

/-- The hard pulse of flip angle β about y, acting on both spins. -/
def pulse (β : ℝ) : Op := NormedSpace.exp ((-(Complex.I * β)) • (Iy + Sy))

/-- The expectation value of the observable A after the pulse has acted on the state ρ. -/
def signal (A ρ : Op) (β : ℝ) : ℂ := trace (A * (pulse β * ρ * (pulse β)ᴴ))

/-- The projector onto the singlet (αβ - βα)/√2. -/
def singlet : Op := (1/2 : ℂ) • vecMulVec ![0, 1, -1, 0] ![0, 1, -1, 0]

/-- The projector onto the product state αβ. -/
def alphaBeta : Op := vecMulVec ![0, 1, 0, 0] ![0, 1, 0, 0]

/-- A combination of the identity, two-spin order and polarisation difference, with complex
coefficients. -/
def zOrder (a b d : ℂ) : Op := a • (1 : Op) + b • (Iz * Sz) + d • (Iz - Sz)

/-- The two-spin rotation matrix about y, written with the cosine c and sine s of the angle. -/
def rotMat (c s : ℂ) : Op :=
  !![(1+c)/2, -s/2, -s/2, (1-c)/2; s/2, (1+c)/2, -(1-c)/2, -s/2;
     s/2, -(1-c)/2, (1+c)/2, -s/2; (1-c)/2, s/2, s/2, (1+c)/2]

/-- The joint eigenvectors of Iy and Sy, as columns. -/
def yBasis : Op := !![1, 1, 1, 1; Complex.I, -Complex.I, Complex.I, -Complex.I;
  Complex.I, Complex.I, -Complex.I, -Complex.I; -1, 1, 1, -1]

/-- The inverse of the matrix of eigenvectors. -/
def yBasisInv : Op := !![1/4, -Complex.I/4, -Complex.I/4, -1/4;
  1/4, Complex.I/4, -Complex.I/4, 1/4; 1/4, -Complex.I/4, Complex.I/4, 1/4;
  1/4, Complex.I/4, Complex.I/4, -1/4]

/-- The exponential defining the pulse is the rotation matrix of angle β. -/
theorem pulse_eq (β : ℝ) : pulse β = rotMat (Real.cos β : ℝ) (Real.sin β : ℝ) := by
  have I2 : Complex.I ^ 2 = -1 := Complex.I_sq
  have h1 : yBasis * yBasisInv = 1 := by
    ext i j
    fin_cases i <;> fin_cases j <;>
      simp [yBasis, yBasisInv, Matrix.mul_apply, Fin.sum_univ_four] <;> grind
  have h2 : yBasisInv * yBasis = 1 := mul_eq_one_comm.mp h1
  -- diagonalise the generator
  have hK : (-(Complex.I * β)) • (Iy + Sy) =
      yBasis * diagonal ![-(Complex.I * β), 0, 0, Complex.I * β] * yBasisInv := by
    ext i j
    rw [Matrix.mul_apply]
    simp only [Matrix.mul_diagonal, Fin.sum_univ_four]
    fin_cases i <;> fin_cases j <;> simp [yBasis, yBasisInv, Iy, Sy] <;> grind
  have e1 : Complex.exp (-(Complex.I * β)) = Complex.cos β - Complex.sin β * Complex.I := by
    rw [show -(Complex.I * (β : ℂ)) = (-(β : ℂ)) * Complex.I by ring, Complex.exp_mul_I,
      Complex.cos_neg, Complex.sin_neg]
    ring
  have e2 : Complex.exp (Complex.I * β) = Complex.cos β + Complex.sin β * Complex.I := by
    rw [mul_comm, Complex.exp_mul_I]
  have hpi : ∀ (v : Fin 4 → ℂ) (i : Fin 4),
      NormedSpace.exp v i = NormedSpace.exp (v i) := by
    intro v i
    exact Pi.coe_exp v i
  -- exponentiate the eigenvalues
  have hD : NormedSpace.exp (diagonal ![-(Complex.I * β), 0, 0, Complex.I * β] : Op) =
      diagonal ![Complex.cos β - Complex.sin β * Complex.I, 1, 1,
        Complex.cos β + Complex.sin β * Complex.I] := by
    rw [Matrix.exp_diagonal]
    congr 1
    funext i
    rw [hpi, ← Complex.exp_eq_exp_ℂ]
    fin_cases i <;> simp [e1, e2]
  have hc := Matrix.exp_units_conj (⟨yBasis, yBasisInv, h1, h2⟩ : Opˣ)
    (diagonal ![-(Complex.I * β), 0, 0, Complex.I * β])
  change NormedSpace.exp (yBasis * _ * yBasisInv) = yBasis * _ * yBasisInv at hc
  rw [pulse, hK, hc, hD, Complex.ofReal_cos, Complex.ofReal_sin]
  generalize Complex.cos β = c
  generalize Complex.sin β = s
  ext i j
  rw [Matrix.mul_apply]
  simp only [Matrix.mul_diagonal, Fin.sum_univ_four]
  fin_cases i <;> fin_cases j <;> simp [yBasis, yBasisInv, rotMat] <;> grind

/-- The pulse is unitary, and it turns Iz and Sz towards Ix and Sx by the angle β. -/
theorem pulse_rotates (β : ℝ) :
    pulse β * (pulse β)ᴴ = 1 ∧
    pulse β * Iz * (pulse β)ᴴ = (Real.cos β : ℂ) • Iz + (Real.sin β : ℂ) • Ix ∧
    pulse β * Sz * (pulse β)ᴴ = (Real.cos β : ℂ) • Sz + (Real.sin β : ℂ) • Sx := by
  have h : (Real.cos β : ℂ) ^ 2 + (Real.sin β : ℂ) ^ 2 = 1 := by
    exact_mod_cast Real.cos_sq_add_sin_sq β
  have hstar : ∀ c s : ℝ, (rotMat c s)ᴴ = rotMat c (-s) := by
    intro c s
    ext i j
    fin_cases i <;> fin_cases j <;> simp [rotMat, Matrix.conjTranspose_apply]
  rw [pulse_eq, hstar]
  generalize (Real.cos β : ℂ) = c at *
  generalize (Real.sin β : ℂ) = s at *
  refine ⟨?_, ?_, ?_⟩ <;> ext i j <;> fin_cases i <;> fin_cases j <;>
    simp [rotMat, Ix, Iz, Sx, Sz, Matrix.mul_apply, Fin.sum_univ_four] <;> grind

/-- The operator into which the pulse carries zOrder a b d. -/
theorem zOrder_after_pulse (a b d : ℂ) (β : ℝ) :
    pulse β * zOrder a b d * (pulse β)ᴴ = a • (1 : Op) +
      b • (((Real.cos β : ℂ) • Iz + (Real.sin β : ℂ) • Ix) *
        ((Real.cos β : ℂ) • Sz + (Real.sin β : ℂ) • Sx)) +
      d • (((Real.cos β : ℂ) • Iz + (Real.sin β : ℂ) • Ix) -
        ((Real.cos β : ℂ) • Sz + (Real.sin β : ℂ) • Sx)) := by
  obtain ⟨hu, hI, hS⟩ := pulse_rotates β
  have hu' : (pulse β)ᴴ * pulse β = 1 := mul_eq_one_comm.mp hu
  rw [← hI, ← hS]
  generalize (pulse β)ᴴ = Q at *
  generalize pulse β = R at *
  -- insert R* R = 1 between the two spin operators
  have hprod : R * (Iz * Sz) * Q = (R * Iz * Q) * (R * Sz * Q) := by
    calc R * (Iz * Sz) * Q = R * Iz * 1 * Sz * Q := by simp only [mul_assoc, one_mul]
      _ = R * Iz * (Q * R) * Sz * Q := by rw [hu']
      _ = (R * Iz * Q) * (R * Sz * Q) := by simp only [mul_assoc]
  rw [← hprod, ← hu]
  simp only [zOrder, mul_add, add_mul, mul_sub, sub_mul, mul_smul_comm, smul_mul_assoc, mul_one]

/-- For zOrder a b d the antiphase signal comes from the two-spin order alone, and the in-phase
signal of spin I from the polarisation difference alone. -/
theorem signal_zOrder (a b d : ℂ) (β : ℝ) :
    signal ((2 : ℂ) • (Ix * Sz)) (zOrder a b d) β = b * (Real.sin (2 * β) : ℝ) / 4 ∧
    signal Ix (zOrder a b d) β = d * (Real.sin β : ℝ) := by
  rw [Real.sin_two_mul, Complex.ofReal_mul, Complex.ofReal_mul, Complex.ofReal_ofNat]
  unfold signal
  rw [zOrder_after_pulse]
  generalize (Real.cos β : ℂ) = c
  generalize (Real.sin β : ℂ) = s
  -- write the traces as sums over entries, then insert the entries
  constructor <;>
    simp only [Matrix.trace, Matrix.diag_apply, Matrix.mul_apply, Matrix.add_apply,
      Matrix.sub_apply, Matrix.smul_apply, smul_eq_mul, Fin.sum_univ_four, Matrix.one_apply] <;>
    simp [Ix, Iz, Sx, Sz] <;> grind

/-- The pulse turns 2IzSz into antiphase signal sin(2β)/2 (PASADENA), and Iz - Sz into
in-phase signal sin β on spin I (ALTADENA). -/
theorem pasadena_altadena (β : ℝ) :
    signal ((2 : ℂ) • (Ix * Sz)) ((2 : ℂ) • (Iz * Sz)) β = (Real.sin (2 * β) / 2 : ℝ) ∧
    signal Ix (Iz - Sz) β = (Real.sin β : ℝ) := by
  have e1 : (2 : ℂ) • (Iz * Sz) = zOrder 0 2 0 := by simp [zOrder]
  have e2 : Iz - Sz = zOrder 0 0 1 := by simp [zOrder]
  rw [e1, e2, (signal_zOrder 0 2 0 β).1, (signal_zOrder 0 0 1 β).2]
  constructor
  · rw [Complex.ofReal_div, Complex.ofReal_ofNat]
    ring
  · ring

/-- The real part of the antiphase signal from 2IzSz is largest at a flip angle of 45 degrees, and
between 0 and 180 degrees only there. -/
theorem pasadena_optimal (β : ℝ) :
    (signal ((2 : ℂ) • (Ix * Sz)) ((2 : ℂ) • (Iz * Sz)) β).re ≤
      (signal ((2 : ℂ) • (Ix * Sz)) ((2 : ℂ) • (Iz * Sz)) (Real.pi / 4)).re ∧
    (0 ≤ β → β ≤ Real.pi →
      ((signal ((2 : ℂ) • (Ix * Sz)) ((2 : ℂ) • (Iz * Sz)) β).re =
        (signal ((2 : ℂ) • (Ix * Sz)) ((2 : ℂ) • (Iz * Sz)) (Real.pi / 4)).re ↔
          β = Real.pi / 4)) := by
  have h45 : Real.sin (2 * (Real.pi / 4)) = 1 := by
    rw [show 2 * (Real.pi / 4) = Real.pi / 2 by ring, Real.sin_pi_div_two]
  rw [(pasadena_altadena β).1, (pasadena_altadena (Real.pi / 4)).1, Complex.ofReal_re,
    Complex.ofReal_re, h45]
  refine ⟨by linarith [Real.sin_le_one (2 * β)], fun h0 h1 => ⟨fun h => ?_, fun h => ?_⟩⟩
  · -- sin 2β = 1 means cos (2β - π/2) = 1
    have hc : Real.cos (2 * β - Real.pi / 2) = 1 := by
      rw [Real.cos_sub_pi_div_two]
      linarith
    have hp := Real.pi_pos
    have hz := (Real.cos_eq_one_iff_of_lt_of_lt (by linarith) (by linarith)).mp hc
    linarith
  · rw [h, h45]

/-- The product-basis diagonal of the singlet projector is 1/4 - IzSz, and the αβ projector
is 1/4 - IzSz + (Iz - Sz)/2. -/
theorem parahydrogen_states :
    diagonal (fun i => singlet i i) = (1/4 : ℂ) • (1 : Op) - Iz * Sz ∧
    alphaBeta = (1/4 : ℂ) • (1 : Op) - Iz * Sz + (1/2 : ℂ) • (Iz - Sz) := by
  constructor <;> ext i j <;> fin_cases i <;> fin_cases j <;>
    simp [singlet, alphaBeta, Iz, Sz, Matrix.vecMulVec_apply] <;> norm_num

/-- The dephased singlet and the state αβ give the same antiphase signal -sin(2β)/4; the
in-phase signal of spin I is zero for the first and sin(β)/2 for the second. -/
theorem parahydrogen_signals (β : ℝ) :
    signal ((2 : ℂ) • (Ix * Sz)) (diagonal fun i => singlet i i) β =
      -(Real.sin (2 * β) : ℝ) / 4 ∧
    signal Ix (diagonal fun i => singlet i i) β = 0 ∧
    signal ((2 : ℂ) • (Ix * Sz)) alphaBeta β = -(Real.sin (2 * β) : ℝ) / 4 ∧
    signal Ix alphaBeta β = (Real.sin β : ℝ) / 2 := by
  have e1 : (diagonal fun i => singlet i i) = zOrder (1/4) (-1) 0 := by
    rw [parahydrogen_states.1, zOrder]
    module
  have e2 : alphaBeta = zOrder (1/4) (-1) (1/2) := by
    rw [parahydrogen_states.2, zOrder]
    module
  obtain ⟨p, q⟩ := signal_zOrder (1/4) (-1) 0 β
  obtain ⟨r, t⟩ := signal_zOrder (1/4) (-1) (1/2) β
  rw [e1, e2, p, q, r, t]
  refine ⟨?_, ?_, ?_, ?_⟩ <;> ring

end

end ParahydrogenPulse
```

```lean
#print axioms ParahydrogenPulse.pasadena_optimal
#print axioms ParahydrogenPulse.parahydrogen_signals
```

```
'ParahydrogenPulse.pasadena_optimal' depends on axioms: [propext, Classical.choice, Quot.sound]
'ParahydrogenPulse.parahydrogen_signals' depends on axioms: [propext, Classical.choice, Quot.sound]
```

## How the proof follows the calculation

`pulse_eq` evaluates the exponential. The columns of `yBasis` are joint eigenvectors of $I_y$ and $S_y$, each of norm 2, so the inverse carries factors 1/4. The generator becomes diagonal, its entries are exponentiated, and the product is `rotMat`.

`pulse_rotates` checks unitarity and the two rotations entry by entry, using $c^2+s^2=1$. `zOrder_after_pulse` inserts $R^\dagger R=1$ for any combination $a+b\,I_zS_z+d(I_z-S_z)$, and `signal_zOrder` takes the traces, $b\sin(2\beta)/4$ and $d\sin\beta$. The signal theorems then follow by choosing $a,b,d$; the maximum uses $\sin2\beta\le1$, and its uniqueness the cosine argument above.

## In a simulation, and without the assumptions

A density-matrix program can form `R = expm(-1j*beta*(Iy+Sy))` and evaluate `trace(A @ R @ rho @ R.conj().T)`. For this two-spin, ideal-pulse model, the formulas supply two test values: $\rho_A$ must give antiphase signal $-1/4$ at 45° and in-phase signal $1/2$ at 90°.

Without the range $0\le\beta\le\pi$, uniqueness fails: $\beta=5\pi/4$ reaches the same maximum. The choice of initial state matters too: if the pulse acts on the full singlet instead of its diagonal, both signals are zero at every β, because the singlet is rotationally invariant and $R$ leaves it unchanged. This last remark is argued here by hand only.
